# Under Brillouin's condition, the single excitation in a three-state model affects the energy only from fourth order

Take a reference state with energy zero, a single excitation with energy $a\neq0$ and a double excitation with energy $b\neq0$. Let a formal parameter $x$ scale the couplings: $xv$ between reference and double, $xw$ between single and double, and none between reference and single. If $(1,s,d)$ is an eigenvector with eigenvalue $E$, where $E,s,d$ are real formal power series in $x$, then

$$s=\frac{vw}{ab}x^2+O(x^4),$$

$$E=-\frac{v^2}{b}x^2+\left(\frac{v^4}{b^3}-\frac{v^2w^2}{ab^2}\right)x^4+O(x^6).$$

The single enters the energy through the term with $w^2$, which is of fourth order. The same order is found for singles in Møller–Plesset theory with a closed-shell restricted or an unrestricted Hartree–Fock reference, and this model shows the mechanism with only one single and one double.

## The Hamiltonian and its eigenvector

```lean
import Mathlib

open PowerSeries (C X)
open scoped Matrix

namespace BrillouinSingles

noncomputable section

local notation "Series" => PowerSeries ℝ
```

`Series` stands for the formal power series with real coefficients. `X` is the parameter $x$, and `C` turns a real number into a constant series. A formal series is a list of coefficients, so nothing here concerns convergence or the size of the error at a given numerical $x$.

```lean
/-- The Hamiltonian in the basis reference, single, double, as a matrix of power series in the
coupling `X`: excitation energies `a`, `b`, and couplings `u` (reference-single),
`v` (reference-double), `w` (single-double). -/
def hamiltonian (a b u v w : ℝ) : Matrix (Fin 3) (Fin 3) Series :=
  !![0, X * C u, X * C v; X * C u, C a, X * C w; X * C v, X * C w, C b]
```

This is the matrix

$$H=\begin{pmatrix}0&xu&xv\\xu&a&xw\\xv&xw&b\end{pmatrix}.$$

It has a general reference–single coupling $u$. Brillouin's condition is $u=0$. For a Hartree–Fock determinant, this condition expresses that the energy is stationary under mixing of occupied and virtual orbitals. Here it is assumed; Brillouin's theorem, which derives it from the orbital optimisation, is not proved.

```lean
/-- The vector `(1, s, d)` is an eigenvector of the Hamiltonian with eigenvalue `E`,
to all orders in the coupling. -/
def IsCorrelatedState (a b u v w : ℝ) (E s d : Series) : Prop :=
  hamiltonian a b u v w *ᵥ ![1, s, d] = E • ![1, s, d]
```

A definition of type `Prop` is a statement that may be true or false. This one says $H(1,s,d)^T=E\,(1,s,d)^T$, with `*ᵥ` for matrix times vector and `•` for multiplication by a scalar. The equation holds between power series, hence at every order in $x$.

The leading 1 is intermediate normalisation. In the normalised vector the single has amplitude $s/\sqrt{1+s^2+d^2}$. With $u=0$ this is again $vwx^2/(ab)+O(x^4)$, because $d^2$ is of second order.

## Equations for the amplitudes

```lean
/-- One iteration of the equations for the amplitudes of the single and the double,
for nonzero excitation energies `a` and `b`. -/
def amplitudeMap (a b u v w : ℝ) (p : Series × Series) : Series × Series :=
  (X * (C a⁻¹ * ((C u * p.1 + C v * p.2) * p.1 - C u - C w * p.2)),
   X * (C b⁻¹ * ((C u * p.1 + C v * p.2) * p.2 - C v - C w * p.1)))
```

The argument `p` is a pair, with `p.1` for $s$ and `p.2` for $d$. The map sends it to

$$\left(\frac{x}{a}\big[(us+vd)s-u-wd\big],\ \frac{x}{b}\big[(us+vd)d-v-ws\big]\right).$$

```lean
/-- For nonzero excitation energies, the eigenvalue equation says that the energy is the coupling
of the reference to the excitations and that the amplitudes are a fixed point of the iteration. -/
theorem isCorrelatedState_iff {a b : ℝ} (ha : a ≠ 0) (hb : b ≠ 0) (u v w : ℝ)
    (E s d : Series) :
    IsCorrelatedState a b u v w E s d ↔
      E = X * (C u * s + C v * d) ∧ amplitudeMap a b u v w (s, d) = (s, d) := by
  have hA : (C a * C a⁻¹ : Series) = 1 := by rw [← map_mul, mul_inv_cancel₀ ha, map_one]
  have hB : (C b * C b⁻¹ : Series) = 1 := by rw [← map_mul, mul_inv_cancel₀ hb, map_one]
  simp only [IsCorrelatedState, amplitudeMap, Prod.mk.injEq]
  constructor
  · intro h
    have h0 := congrFun h 0
    have h1 := congrFun h 1
    have h2 := congrFun h 2
    simp [hamiltonian, Matrix.mulVec, dotProduct, Fin.sum_univ_three] at h0 h1 h2
    refine ⟨?_, ?_, ?_⟩
    · linear_combination -h0
    · linear_combination -(C a⁻¹ * h1) + s * hA + C a⁻¹ * s * h0
    · linear_combination -(C b⁻¹ * h2) + d * hB + C b⁻¹ * d * h0
  · rintro ⟨h0, h1, h2⟩
    funext i
    fin_cases i
    · simp [hamiltonian, Matrix.mulVec, dotProduct, Fin.sum_univ_three]
      linear_combination -h0
    · simp [hamiltonian, Matrix.mulVec, dotProduct, Fin.sum_univ_three]
      linear_combination -(C a * h1) - s * h0
        + X * ((C u * s + C v * d) * s - C u - C w * d) * hA
    · simp [hamiltonian, Matrix.mulVec, dotProduct, Fin.sum_univ_three]
      linear_combination -(C b * h2) - d * h0
        + X * ((C u * s + C v * d) * d - C v - C w * s) * hB
```

In the Lean theorems here, the variables and hypotheses stand in brackets after the name, the claim follows the colon after the last of these brackets, and the proof comes after `:=`. The claim here is an equivalence: the eigenvalue equation holds exactly when $E=x(us+vd)$ and $(s,d)$ is a fixed point of the map above.

By hand, the three rows of the eigenvalue equation are

$$x(us+vd)=E,\qquad xu+as+xwd=Es,\qquad xv+xws+bd=Ed.$$

The first row gives the energy. Insert it into the other two, divide by $a$ and $b$, and the fixed-point equations appear. Each step can be reversed.

In the first half of the proof, `h0`, `h1` and `h2` are the three rows; in the second half, they are the equation for the energy and the two fixed-point equations. The tactic `linear_combination` proves an equation by checking that it is the stated combination of known equations. The combinations given are the substitutions and divisions just described.

## One solution for every choice of couplings

```lean
/-- A sequence of series whose `n`-th step changes only orders `n` and higher has a limit that
agrees with the `n`-th member below order `n`. -/
theorem exists_limit (g : ℕ → Series) (hg : ∀ n, (X : Series) ^ n ∣ g (n + 1) - g n) :
    ∃ L : Series, ∀ n, (X : Series) ^ n ∣ L - g n := by
  refine ⟨PowerSeries.mk fun k => PowerSeries.coeff k (g (k + 1)), fun n => ?_⟩
  rw [PowerSeries.X_pow_dvd_iff]
  intro m hm
  -- the coefficient of order m no longer changes after step m + 1
  have stable : ∀ j, m + 1 ≤ j →
      PowerSeries.coeff m (g j) = PowerSeries.coeff m (g (m + 1)) := by
    intro j hj
    induction j, hj using Nat.le_induction with
    | base => rfl
    | succ k hk ih =>
      have h := PowerSeries.X_pow_dvd_iff.mp (hg k) m (by omega)
      rw [map_sub] at h
      linarith
  rw [map_sub, PowerSeries.coeff_mk, stable n hm, sub_self]
```

`X ^ n ∣ f` says that $x^n$ divides $f$, so all coefficients of $f$ below order $n$ vanish. This is the meaning of $f=O(x^n)$ throughout.

Suppose that successive series $g_n$ satisfy $g_{n+1}-g_n=O(x^n)$. Then the coefficient of order $m$ no longer changes after step $m+1$. The limit $L$ collects these settled coefficients, and $L-g_n=O(x^n)$. In the proof, `stable` is the statement that the coefficients settle, shown by induction.

```lean
/-- An iteration on pairs of series that gains one order of accuracy per step has exactly one
fixed point. -/
theorem existsUnique_fixedPoint (F : Series × Series → Series × Series)
    (hF : ∀ (n : ℕ) (p q : Series × Series), (X : Series) ^ n ∣ p.1 - q.1 →
      (X : Series) ^ n ∣ p.2 - q.2 →
      (X : Series) ^ (n + 1) ∣ (F p).1 - (F q).1 ∧
      (X : Series) ^ (n + 1) ∣ (F p).2 - (F q).2) :
    ∃! p, F p = p := by
  have hz : ∀ φ : Series, (∀ n, (X : Series) ^ n ∣ φ) → φ = 0 := by
    intro φ h
    ext m
    simpa using PowerSeries.X_pow_dvd_iff.mp (h (m + 1)) m (Nat.lt_succ_self m)
  have e : ∀ n, F^[n + 1] 0 = F (F^[n] 0) := fun n => Function.iterate_succ_apply' F n 0
  have step : ∀ n, (X : Series) ^ n ∣ (F^[n + 1] 0).1 - (F^[n] 0).1 ∧
      (X : Series) ^ n ∣ (F^[n + 1] 0).2 - (F^[n] 0).2 := by
    intro n
    induction n with
    | zero => exact ⟨by simp, by simp⟩
    | succ n ih =>
      have h := hF n _ _ ih.1 ih.2
      rwa [← e (n + 1), ← e n] at h
  obtain ⟨s, hs⟩ := exists_limit (fun n => (F^[n] 0).1) (fun n => (step n).1)
  obtain ⟨d, hd⟩ := exists_limit (fun n => (F^[n] 0).2) (fun n => (step n).2)
  -- the limit of the iteration is a fixed point
  have hfix : F (s, d) = (s, d) := by
    have h := fun n => hF n (s, d) (F^[n] 0) (hs n) (hd n)
    refine Prod.ext (sub_eq_zero.mp (hz _ fun n => ?_)) (sub_eq_zero.mp (hz _ fun n => ?_))
    · have h1 := dvd_sub (h n).1 (hs (n + 1))
      simp only [e, sub_sub_sub_cancel_right] at h1
      exact (pow_dvd_pow X n.le_succ).trans h1
    · have h1 := dvd_sub (h n).2 (hd (n + 1))
      simp only [e, sub_sub_sub_cancel_right] at h1
      exact (pow_dvd_pow X n.le_succ).trans h1
  refine ⟨(s, d), hfix, fun q hq => ?_⟩
  have hq' : F q = q := hq
  have h : ∀ n, (X : Series) ^ n ∣ q.1 - s ∧ (X : Series) ^ n ∣ q.2 - d := by
    intro n
    induction n with
    | zero => exact ⟨by simp, by simp⟩
    | succ n ih =>
      have h := hF n q (s, d) ih.1 ih.2
      rw [hq', hfix] at h
      exact h
  exact Prod.ext (sub_eq_zero.mp (hz _ fun n => (h n).1))
    (sub_eq_zero.mp (hz _ fun n => (h n).2))
```

The hypothesis `hF` says that if two pairs agree below order $n$, their images under $F$ agree below order $n+1$. The conclusion `∃!` means "there is exactly one".

For existence, start from $(0,0)$ and iterate. Step $n$ changes only orders $n$ and higher, which is `step`, so the previous lemma supplies a limit $(s,d)$. The limit and its image agree below every order, so they are equal; this is `hfix`. For uniqueness, two fixed points agree below order 0 trivially, and each application of `hF` raises the order by one. Their difference is divisible by every power of $x$ and is therefore zero, by `hz`.

```lean
/-- For nonzero excitation energies and any couplings there is exactly one triple of power series
`(E, s, d)` that solves the eigenvalue equation. -/
theorem existsUnique_correlatedState {a b : ℝ} (ha : a ≠ 0) (hb : b ≠ 0) (u v w : ℝ) :
    ∃! t : Series × Series × Series, IsCorrelatedState a b u v w t.1 t.2.1 t.2.2 := by
  obtain ⟨⟨s, d⟩, h, huniq⟩ := existsUnique_fixedPoint (amplitudeMap a b u v w) (by
    rintro n ⟨s, d⟩ ⟨s', d'⟩ ⟨k, hk⟩ ⟨l, hl⟩
    change s - s' = X ^ n * k at hk
    change d - d' = X ^ n * l at hl
    constructor
    · refine ⟨C a⁻¹ * (C u * (s + s') * k + C v * (d * k + s' * l) - C w * l), ?_⟩
      simp only [amplitudeMap]
      linear_combination X * C a⁻¹ * (C u * (s + s') + C v * d) * hk
        + X * C a⁻¹ * (C v * s' - C w) * hl
    · refine ⟨C b⁻¹ * (C u * (d * k + s' * l) + C v * (d + d') * l - C w * k), ?_⟩
      simp only [amplitudeMap]
      linear_combination X * C b⁻¹ * (C u * d - C w) * hk
        + X * C b⁻¹ * (C u * s' + C v * (d + d')) * hl)
  have hst : IsCorrelatedState a b u v w (X * (C u * s + C v * d)) s d :=
    (isCorrelatedState_iff ha hb u v w _ s d).2 ⟨rfl, h⟩
  refine ⟨(X * (C u * s + C v * d), s, d), hst, ?_⟩
  rintro ⟨E', s', d'⟩ h'
  obtain ⟨hE, hp⟩ := (isCorrelatedState_iff ha hb u v w E' s' d').1 h'
  have heq : (s', d') = (s, d) := huniq _ hp
  simp only [Prod.mk.injEq] at heq
  rw [hE, heq.1, heq.2]
```

For all $u,v,w$, exactly one triple $(E,s,d)$ solves the eigenvalue equation. It is the state that grows out of the reference as the coupling is switched on.

It remains to check that the amplitude map gains an order. Let $(s,d)$ and $(s',d')$ differ by $O(x^n)$. The products in the brackets then differ by $O(x^n)$ as well, since

$$s^2-s'^2=(s+s')(s-s'),\qquad ds-d's'=d(s-s')+s'(d-d'),$$

and likewise for $d^2$. The factor $x$ in front of each bracket supplies the extra order. The rest of the proof translates the unique fixed point back into a unique eigenvector with its energy.

## The expansion under Brillouin's condition

```lean
/-- If the reference does not couple to the single (`u = 0`) and the excitation energies are
nonzero, the singles amplitude is `x²vw/(ab)` up to terms of fourth order, and the energy is
`-x²v²/b + x⁴(v⁴/b³ - v²w²/(ab²))` up to terms of sixth order. -/
theorem brillouin_expansion {a b v w : ℝ} (ha : a ≠ 0) (hb : b ≠ 0) {E s d : Series}
    (h : IsCorrelatedState a b 0 v w E s d) :
    (X : Series) ^ 4 ∣ s - C (v * w / (a * b)) * X ^ 2 ∧
    (X : Series) ^ 6 ∣ E - (-C (v ^ 2 / b) * X ^ 2
      + C (v ^ 4 / b ^ 3 - v ^ 2 * w ^ 2 / (a * b ^ 2)) * X ^ 4) := by
  obtain ⟨hE, hp⟩ := (isCorrelatedState_iff ha hb 0 v w E s d).1 h
  simp only [amplitudeMap, Prod.mk.injEq, map_zero, zero_mul, zero_add, sub_zero] at hE hp
  obtain ⟨hs, hd⟩ := hp
  -- the doubles amplitude is divisible by X, the singles amplitude by X ^ 2
  obtain ⟨p, hdp⟩ : ∃ p, d = X * p := ⟨_, hd.symm⟩
  obtain ⟨q, hsq⟩ : ∃ q, s = X ^ 2 * q :=
    ⟨C a⁻¹ * (C v * p * s - C w * p), by
      linear_combination -hs + X * C a⁻¹ * (C v * s - C w) * hdp⟩
  subst hdp hsq
  have h1 : p = C b⁻¹ * (X ^ 2 * (C v * p ^ 2 - C w * q) - C v) :=
    mul_left_cancel₀ (PowerSeries.X_ne_zero (R := ℝ)) (by linear_combination -hd)
  have h2 : q = C a⁻¹ * (X ^ 2 * C v * p * q - C w * p) :=
    mul_left_cancel₀ (pow_ne_zero 2 (PowerSeries.X_ne_zero (R := ℝ)))
      (by linear_combination -hs)
  -- leading coefficients of both amplitudes
  obtain ⟨m, hm⟩ : ∃ m, p + C b⁻¹ * C v = X ^ 2 * m :=
    ⟨C b⁻¹ * (C v * p ^ 2 - C w * q), by linear_combination h1⟩
  obtain ⟨r, hr⟩ : ∃ r, q - C a⁻¹ * C b⁻¹ * C v * C w = X ^ 2 * r :=
    ⟨C a⁻¹ * C v * p * q - C a⁻¹ * C w * C b⁻¹ * (C v * p ^ 2 - C w * q), by
      linear_combination h2 - C a⁻¹ * C w * h1⟩
  rw [show v * w / (a * b) = v * w * a⁻¹ * b⁻¹ by ring,
    show v ^ 2 / b = v ^ 2 * b⁻¹ by ring,
    show v ^ 4 / b ^ 3 - v ^ 2 * w ^ 2 / (a * b ^ 2)
      = v ^ 4 * b⁻¹ ^ 3 - v ^ 2 * w ^ 2 * a⁻¹ * b⁻¹ ^ 2 by ring]
  simp only [map_mul, map_sub, map_pow]
  refine ⟨⟨r, by linear_combination X ^ 2 * hr⟩,
    ⟨C v * C b⁻¹ * (C v * (p - C b⁻¹ * C v) * m - C w * r), ?_⟩⟩
  linear_combination hE + X ^ 2 * C v * h1
    + X ^ 4 * C v ^ 2 * C b⁻¹ * (p - C b⁻¹ * C v) * hm - X ^ 4 * C v * C b⁻¹ * C w * hr
```

The hypothesis `h` has `0` in the place of $u$. The two claims, joined by `∧`, are the expansions of $s$ and $E$ stated at the start.

With $u=0$ the equations are

$$E=xvd,\qquad s=\frac{x}{a}(vds-wd),\qquad d=\frac{x}{b}(vd^2-v-ws).$$

The last equation has a factor $x$ on the right, so $d=xp$ for some series $p$. Then every term in the equation for $s$ contains $x^2$, so $s=x^2q$. Inserting both and cancelling the powers of $x$ gives `h1` and `h2`:

$$p=\frac1b\big[x^2(vp^2-wq)-v\big],\qquad q=\frac1a\big[x^2vpq-wp\big].$$

The first gives $p=-v/b+O(x^2)$. With this, the second gives $q=vw/(ab)+O(x^2)$. These are `hm` and `hr`, where `m` and `r` are the remainders divided by $x^2$. Multiplying $q$ by $x^2$ gives the expansion of $s$.

For the energy, insert `h1` into $E=x^2vp$:

$$E=-\frac{v^2}{b}x^2+\frac{v}{b}(vp^2-wq)\,x^4.$$

In the bracket the leading values suffice, since their errors are $O(x^2)$:

$$\frac vb\left(\frac{v^3}{b^2}-\frac{vw^2}{ab}\right)=\frac{v^4}{b^3}-\frac{v^2w^2}{ab^2}.$$

The remainder is $O(x^6)$. The final `linear_combination` performs this substitution, with the remainder written out explicitly.

## The energy contributed by the single

```lean
/-- With `u = 0` and nonzero excitation energies, switching on the single-double coupling `w`
changes the energy by `-x⁴v²w²/(ab²)` up to terms of sixth order. -/
theorem singles_energy {a b v w : ℝ} (ha : a ≠ 0) (hb : b ≠ 0) {E s d E₀ s₀ d₀ : Series}
    (h : IsCorrelatedState a b 0 v w E s d) (h₀ : IsCorrelatedState a b 0 v 0 E₀ s₀ d₀) :
    (X : Series) ^ 6 ∣ E - E₀ + C (v ^ 2 * w ^ 2 / (a * b ^ 2)) * X ^ 4 := by
  obtain ⟨k, hk⟩ := (brillouin_expansion ha hb h).2
  obtain ⟨l, hl⟩ := (brillouin_expansion ha hb h₀).2
  rw [show v ^ 2 * (0 : ℝ) ^ 2 / (a * b ^ 2) = 0 by simp, sub_zero] at hl
  rw [map_sub] at hk
  exact ⟨k - l, by linear_combination hk - hl⟩
```

Two states are compared at the same $a$, $b$ and $v$: one with coupling $w$, and one, marked by the subscript 0, with $w=0$. The claim is

$$E-E_0=-\frac{v^2w^2}{ab^2}x^4+O(x^6).$$

The proof subtracts the two energy expansions. The terms $-v^2x^2/b$ and $v^4x^4/b^3$ are common to both and drop out. In the comparison state the single is coupled to nothing, so $E_0$ is the energy with the double alone. For $a>0$ and $vw\neq0$ the single lowers the energy at fourth order: the reference reaches it only through the double, and the path there and back uses four couplings.

```lean
/-- For nonzero excitation energies and any reference-single coupling `u`, the energy is
`-x²(u²/a + v²/b)` up to terms of third order. -/
theorem second_order_energy {a b u v w : ℝ} (ha : a ≠ 0) (hb : b ≠ 0) {E s d : Series}
    (h : IsCorrelatedState a b u v w E s d) :
    (X : Series) ^ 3 ∣ E + C (u ^ 2 / a + v ^ 2 / b) * X ^ 2 := by
  obtain ⟨hE, hp⟩ := (isCorrelatedState_iff ha hb u v w E s d).1 h
  simp only [amplitudeMap, Prod.mk.injEq] at hp
  obtain ⟨hs, hd⟩ := hp
  -- both amplitudes are at least of first order
  obtain ⟨k, hk⟩ : ∃ k, s = X * k := ⟨_, hs.symm⟩
  obtain ⟨l, hl⟩ : ∃ l, d = X * l := ⟨_, hd.symm⟩
  subst hk hl
  rw [show u ^ 2 / a + v ^ 2 / b = u ^ 2 * a⁻¹ + v ^ 2 * b⁻¹ by ring]
  simp only [map_add, map_mul, map_pow]
  refine ⟨C u * C a⁻¹ * ((C u * (X * k) + C v * (X * l)) * k - C w * l)
    + C v * C b⁻¹ * ((C u * (X * k) + C v * (X * l)) * l - C w * k), ?_⟩
  linear_combination hE - X * C u * hs - X * C v * hd

end

end BrillouinSingles
```

Here $u$ is arbitrary, and the claim is

$$E=-\left(\frac{u^2}{a}+\frac{v^2}{b}\right)x^2+O(x^3).$$

Both amplitudes carry a factor $x$, so the products in the brackets of the amplitude map are of higher order. What remains is $s=-ux/a+O(x^2)$ and $d=-vx/b+O(x^2)$. Inserting these into $E=x(us+vd)$ gives the result. In the proof, `k` and `l` are $s/x$ and $d/x$.

If $u\neq0$, the single therefore contributes $-u^2x^2/a$ already at second order. Brillouin's condition removes this term.

```lean
#print axioms BrillouinSingles.existsUnique_correlatedState
#print axioms BrillouinSingles.singles_energy
#print axioms BrillouinSingles.second_order_energy
```

```
'BrillouinSingles.existsUnique_correlatedState' depends on axioms: [propext, Classical.choice, Quot.sound]
'BrillouinSingles.singles_energy' depends on axioms: [propext, Classical.choice, Quot.sound]
'BrillouinSingles.second_order_energy' depends on axioms: [propext, Classical.choice, Quot.sound]
```
